# Omitting the exclusion-violating linked term spoils the fourth-order energy of a coupled two-state electron pair

Suppose that a fourth-order energy for one electron pair is computed from linked diagrams only, and that the diagrams which excite the same pair twice at once are then struck out because they violate the exclusion principle. The result is wrong already for a pair with a single doubly excited state. Put the reference state at energy 0, the excited state at energy 1, and couple them by 0.1. The lowest energy is −0.009902 and the second-order energy is −0.01. The difference is 0.000098, and the term that was struck out is 0.0001. In this model it is the whole fourth-order energy.

The exclusion principle makes the linked and unlinked violating contributions cancel each other. A linked expansion has already discarded the unlinked ones, so the linked ones have to stay.

Let D > 0 be the excitation energy, v a real coupling and s a dimensionless strength that scales it. If E(s) is the lowest energy at coupling sv, then

(E(s) + s²v²/D) / s⁴ → v⁴/D³ as s → 0, s ≠ 0.

For v ≠ 0 this limit is not zero, and the second-order energy alone fails at order s⁴.

```lean
import Mathlib

open Matrix Filter Topology

namespace ExclusionViolatingPair

noncomputable section
```

## The pair and its lowest energy

In the basis of the reference state and the doubly excited state, the Hamiltonian at coupling w has the rows

(0, w)
(w, D).

Both basis states are normalised and orthogonal. The entry D is the full energy of the excited state relative to the reference, and it does not change with the coupling. In a Møller–Plesset partition the perturbation generally has diagonal elements too, and these bring in further terms that are absent here.

```lean
/-- Hamiltonian of an electron pair with a reference state at energy zero and an excited
state at energy `D`, coupled by `w`. -/
def pairMatrix (D w : ℝ) : Matrix (Fin 2) (Fin 2) ℝ := !![0, w; w, D]
```

A number e is an energy of the pair if H(w)x = e x for some real vector x ≠ 0. The components are x₀ on the reference state and x₁ on the excited state, matching `x 0` and `x 1` in Lean. Real vectors suffice because the matrix is real and symmetric.

```lean
/-- `e` is an energy of the pair: the Hamiltonian has a nonzero eigenvector with eigenvalue `e`. -/
def IsPairEnergy (D w e : ℝ) : Prop :=
  ∃ x : Fin 2 → ℝ, x ≠ 0 ∧ pairMatrix D w *ᵥ x = e • x
```

The ground energy is the least of these energies. `IsLeast` says that E is itself an energy and that no energy lies below it.

```lean
/-- `E` is the lowest energy of the pair. -/
def IsGroundEnergy (D w E : ℝ) : Prop := IsLeast {e | IsPairEnergy D w e} E
```

## The exclusion-violating term from perturbation theory

Take H(0) as the unperturbed Hamiltonian and the off-diagonal coupling V, with entries v, as the perturbation. In intermediate normalisation the reference component stays equal to 1, and the first-order correction is

ψ₁ = (0, −v/D).

At strength s the state through first order is (1, −sv/D). After normalisation, its weight on the excited state is (s²v²/D²) / (1 + s²v²/D²).

```lean
/-- First-order correction to the reference state, with no component along that state. -/
def firstOrderState (D v : ℝ) : Fin 2 → ℝ := ![0, -v / D]
```

The second-order energy is the reference component of Vψ₁:

E₂ = v · (−v/D) = −v²/D.

In the definition, `pairMatrix 0 v` is V alone, since setting the excitation energy to zero removes the diagonal entry.

```lean
/-- Second-order energy: the reference component of the coupling applied to the
first-order state. -/
def secondOrderEnergy (D v : ℝ) : ℝ := (pairMatrix 0 v *ᵥ firstOrderState D v) 0
```

The first-order energy is zero, because V has no diagonal entries. At fourth order, Rayleigh–Schrödinger theory then has a principal term, with four factors of V, and a renormalisation term −E₂⟨ψ₁|ψ₁⟩. The principal term vanishes here: V takes the excited state back to the reference, which is excluded as an intermediate state. What remains is

X = −E₂⟨ψ₁|ψ₁⟩.

In the diagrammatic language, the unlinked diagrams that excite the pair twice sum to E₂⟨ψ₁|ψ₁⟩, and their linked partners must cancel them, which gives the same X. This diagrammatic reading motivates the definition below, which takes the formula for X as its starting point and involves no diagrams.

```lean
/-- The linked exclusion-violating term of fourth order: minus the second-order energy times
the squared norm of the first-order state. -/
def exclusionTerm (D v : ℝ) : ℝ :=
  -(secondOrderEnergy D v * (firstOrderState D v ⬝ᵥ firstOrderState D v))
```

## The secular equation

The eigenvalue equations are

w x₁ = e x₀
w x₀ + D x₁ = e x₁.

The second says (e − D)x₁ = w x₀. Combining the two gives

e(e − D)x₀ = w(e − D)x₁ = w²x₀
e(e − D)x₁ = e w x₀ = w²x₁.

Since x₀ and x₁ are not both zero, e(e − D) = w².

Conversely, let e satisfy this equation. If e ≠ D, the vector (e − D, w) is nonzero and is an eigenvector: its first row gives w² = e(e − D), and its second gives w(e − D) + Dw = ew. If e = D, then w = 0 and (0, 1) is an eigenvector.

The Lean proof follows the same division. In the forward direction it supposes that the secular equation fails, and the two `linear_combination` steps `k0` and `k1` then force both components to vanish. In the other direction it supplies the two eigenvectors just given.

```lean
/-- The energies of the pair are exactly the roots of its secular equation. -/
theorem isPairEnergy_iff (D w e : ℝ) : IsPairEnergy D w e ↔ e * (e - D) = w ^ 2 := by
  constructor
  · rintro ⟨x, hx, h⟩
    have h0 := congrFun h 0
    have h1 := congrFun h 1
    simp [pairMatrix, Matrix.mulVec, dotProduct, Fin.sum_univ_two] at h0 h1
    by_contra hne
    have hne' : e * (e - D) - w ^ 2 ≠ 0 := sub_ne_zero.mpr hne
    -- otherwise both components of the eigenvector vanish
    have k0 : (e * (e - D) - w ^ 2) * x 0 = 0 := by
      linear_combination (-(e - D)) * h0 - w * h1
    have k1 : (e * (e - D) - w ^ 2) * x 1 = 0 := by
      linear_combination (-e) * h1 - w * h0
    apply hx
    funext i
    fin_cases i
    · exact (mul_eq_zero.mp k0).resolve_left hne'
    · exact (mul_eq_zero.mp k1).resolve_left hne'
  · intro h
    by_cases hD : e = D
    · have hw2 : w ^ 2 = 0 := by
        rw [← h, hD]
        ring
      have hw : w = 0 := (pow_eq_zero_iff two_ne_zero).mp hw2
      refine ⟨![0, 1], fun hx => by simpa using congrFun hx 1, ?_⟩
      ext i
      fin_cases i <;>
        simp [pairMatrix, Matrix.mulVec, dotProduct, Fin.sum_univ_two, hw, hD]
    · refine ⟨![e - D, w], fun hx => ?_, ?_⟩
      · have h0 := congrFun hx 0
        exact hD (sub_eq_zero.mp h0)
      · ext i
        fin_cases i
        · simp [pairMatrix, Matrix.mulVec, dotProduct, Fin.sum_univ_two]
          linear_combination -h
        · simp [pairMatrix, Matrix.mulVec, dotProduct, Fin.sum_univ_two]
          ring
```

Completing the square turns the secular equation into

(2e − D)² = D² + 4w².

Hence 2e − D ≥ −√(D² + 4w²) for every energy e, and the lowest energy is

E = (D − √(D² + 4w²)) / 2.

The first half of the proof checks that this number solves the secular equation. The second half obtains the lower bound from `Real.abs_le_sqrt`. The formula holds for every real D and w. A least element is unique, so the function E(s) used below exists and is fully determined by D and v.

```lean
/-- The lowest energy of the pair in closed form. -/
theorem isGroundEnergy_witness (D w : ℝ) :
    IsGroundEnergy D w ((D - √(D ^ 2 + 4 * w ^ 2)) / 2) := by
  have hr : √(D ^ 2 + 4 * w ^ 2) ^ 2 = D ^ 2 + 4 * w ^ 2 := Real.sq_sqrt (by positivity)
  constructor
  · exact (isPairEnergy_iff _ _ _).mpr (by linear_combination hr / 4)
  · intro e he
    have h := (isPairEnergy_iff _ _ _).mp he
    have h1 : |2 * e - D| ≤ √(D ^ 2 + 4 * w ^ 2) :=
      Real.abs_le_sqrt (by nlinarith [h])
    have h2 := neg_abs_le (2 * e - D)
    linarith
```

## The energy beyond second order

The expansion needs no Taylor series of the square root. If E is a root of the secular equation, so is D − E, because (D − E)(−E) = E(E − D). As E is the lowest root, E ≤ D − E. If E were positive, D − E would be positive too, and so would E(D − E). But E(D − E) = −w² ≤ 0. Therefore E ≤ 0.

Dividing w² = E² − DE by D gives

E + w²/D = E²/D.

The deviation from the second-order energy is thus known exactly in terms of E itself. In Lean, `h2` is the comparison with the other root, and the contradiction for positive E is closed by `nlinarith`.

```lean
/-- For `D > 0`, the lowest energy is not above the reference energy, and its deviation from the
second-order value is exactly `E ^ 2 / D`. -/
theorem ground_energy_exact {D w E : ℝ} (hD : 0 < D) (hE : IsGroundEnergy D w E) :
    E ≤ 0 ∧ E + w ^ 2 / D = E ^ 2 / D := by
  have h := (isPairEnergy_iff _ _ _).mp hE.1
  -- the other root of the secular equation is `D - E`
  have h2 : E ≤ D - E := hE.2 ((isPairEnergy_iff _ _ _).mpr (by linear_combination h))
  constructor
  · by_contra hpos
    have hpos' : 0 < E := not_le.mp hpos
    have h3 : 0 < E * (D - E) := mul_pos hpos' (by linarith)
    nlinarith [sq_nonneg w]
  · have hw : w ^ 2 = E ^ 2 - D * E := by linear_combination -h
    rw [hw, sub_div, mul_div_cancel_left₀ _ hD.ne']
    ring
```

To remove E from the right-hand side, write a = w²/D ≥ 0. Then E + a = E²/D ≥ 0, and with E ≤ 0 this gives −a ≤ E ≤ 0. So E² ≤ a², and

E + a = E²/D ≤ a²/D = w⁴/D³.

This upper bound also serves to produce the lower one. Since a + E ≤ a²/D and a − E ≤ 2a,

a² − E² = (a + E)(a − E) ≤ (a²/D)(2a) = 2a³/D.

Solving for E² and dividing by D yields

E + a = E²/D ≥ a²/D − 2a³/D² = w⁴/D³ − 2w⁶/D⁵.

Both bounds hold at every coupling strength, but neither says much when |w| is large compared with D. In the proof, `hsq` is E² ≤ a², `h2` is the product estimate, and the final `calc` assembles the lower bound.

```lean
/-- For `D > 0` and at every coupling strength, the energy beyond second order lies between `w ^ 4 /
D ^ 3 - 2 * w ^ 6 / D ^ 5` and `w ^ 4 / D ^ 3`. -/
theorem beyond_second_order_bounds {D w E : ℝ} (hD : 0 < D) (hE : IsGroundEnergy D w E) :
    w ^ 4 / D ^ 3 - 2 * (w ^ 6 / D ^ 5) ≤ E + w ^ 2 / D ∧
      E + w ^ 2 / D ≤ w ^ 4 / D ^ 3 := by
  obtain ⟨hE0, hex⟩ := ground_energy_exact hD hE
  obtain ⟨a, ha⟩ : ∃ a, a = w ^ 2 / D := ⟨_, rfl⟩
  have ha0 : 0 ≤ a := by rw [ha]; positivity
  have e4 : w ^ 4 / D ^ 3 = a ^ 2 / D := by rw [ha]; ring
  have e6 : w ^ 6 / D ^ 5 = a ^ 3 / D ^ 2 := by rw [ha]; ring
  rw [e4, e6, ← ha]
  rw [← ha] at hex
  have hq : 0 ≤ E ^ 2 / D := by positivity
  have hsq : E ^ 2 ≤ a ^ 2 := by nlinarith
  have h1 : E ^ 2 / D ≤ a ^ 2 / D := div_le_div_of_nonneg_right hsq hD.le
  refine ⟨?_, by linarith⟩
  have h2 : (a + E) * (a - E) ≤ a ^ 2 / D * (2 * a) :=
    mul_le_mul (by linarith) (by linarith) (by linarith) (by positivity)
  have h3 : a ^ 2 - a ^ 2 / D * (2 * a) ≤ E ^ 2 := by linarith [h2, sq_sub_sq a E]
  calc a ^ 2 / D - 2 * (a ^ 3 / D ^ 2) = (a ^ 2 - a ^ 2 / D * (2 * a)) / D := by ring
    _ ≤ E ^ 2 / D := div_le_div_of_nonneg_right h3 hD.le
    _ = E + a := hex.symm
```

## The limit at weak coupling

Set w = sv and divide the bounds by s⁴ for s ≠ 0:

v⁴/D³ − 2s²v⁶/D⁵ ≤ (E(s) + s²v²/D) / s⁴ ≤ v⁴/D³.

The left side tends to v⁴/D³ as s → 0, and the right side is constant, so the quotient has the same limit.

In the theorem, `E` is a function of the real strength s, and the hypothesis `hE` says that `E s` is the ground energy at coupling sv for every s. The filter `𝓝[≠] 0` means that s approaches 0 from either side without being equal to 0. The proof establishes the limit of the lower bound by continuity as `hlow`, then applies the squeeze theorem, with one `calc` block for each inequality.

```lean
/-- For `D > 0`, after removal of the second-order energy, the lowest pair energy divided by `s ^ 4`
tends to `v ^ 4 / D ^ 3` as the coupling is switched off. -/
theorem fourth_order_limit {D v : ℝ} (hD : 0 < D) {E : ℝ → ℝ}
    (hE : ∀ s, IsGroundEnergy D (s * v) (E s)) :
    Tendsto (fun s => (E s + s ^ 2 * v ^ 2 / D) / s ^ 4) (𝓝[≠] 0) (𝓝 (v ^ 4 / D ^ 3)) := by
  have hlow : Tendsto (fun s : ℝ => v ^ 4 / D ^ 3 - 2 * (s ^ 2 * v ^ 6 / D ^ 5))
      (𝓝[≠] 0) (𝓝 (v ^ 4 / D ^ 3)) := by
    have c : Continuous (fun s : ℝ => v ^ 4 / D ^ 3 - 2 * (s ^ 2 * v ^ 6 / D ^ 5)) := by
      fun_prop
    have h := (c.tendsto 0).mono_left (nhdsWithin_le_nhds (s := {0}ᶜ))
    simpa using h
  -- squeeze between the two bounds, divided by `s ^ 4`
  refine tendsto_of_tendsto_of_tendsto_of_le_of_le' hlow tendsto_const_nhds ?_ ?_
  · filter_upwards [self_mem_nhdsWithin] with s hs
    have hs0 : s ≠ 0 := hs
    have h4 : 0 < s ^ 4 := by positivity
    rw [le_div_iff₀ h4]
    have h := (beyond_second_order_bounds hD (hE s)).1
    calc _ = (s * v) ^ 4 / D ^ 3 - 2 * ((s * v) ^ 6 / D ^ 5) := by ring
      _ ≤ E s + (s * v) ^ 2 / D := h
      _ = _ := by ring
  · filter_upwards [self_mem_nhdsWithin] with s hs
    have hs0 : s ≠ 0 := hs
    have h4 : 0 < s ^ 4 := by positivity
    rw [div_le_iff₀ h4]
    have h := (beyond_second_order_bounds hD (hE s)).2
    calc _ = E s + (s * v) ^ 2 / D := by ring
      _ ≤ (s * v) ^ 4 / D ^ 3 := h
      _ = _ := by ring
```

The hypothesis D > 0 says that the reference state is the lower one when the coupling is off. Without it the limit can fail. Take D = −1 and v = 1. The lowest energy is then (−1 − √(1 + 4s²))/2, which tends to −1 instead of 0, because the ground state now grows out of the other basis state. The quotient (E(s) − s²)/s⁴ diverges to −∞, whereas v⁴/D³ is −1.

## The fourth-order coefficient

The perturbative term can now be compared with the limit. From E₂ = −v²/D and ⟨ψ₁|ψ₁⟩ = v²/D²,

X = (v²/D)(v²/D²) = v⁴/D³.

Unfolding the definitions and simplifying gives this in Lean. The Lean statement also admits D = 0, where the perturbative term has no physical meaning and both sides are zero only because Lean sets division by zero to zero.

```lean
/-- The linked exclusion-violating term equals `v ^ 4 / D ^ 3`. -/
theorem exclusionTerm_eq (D v : ℝ) : exclusionTerm D v = v ^ 4 / D ^ 3 := by
  simp [exclusionTerm, secondOrderEnergy, firstOrderState, pairMatrix, Matrix.mulVec,
    dotProduct, Fin.sum_univ_two]
  ring
```

Now let c be any proposed quartic coefficient. Requiring the approximation −s²v²/D + cs⁴ to be correct through fourth order means that its error is small compared with s⁴:

(E(s) − (−s²v²/D + cs⁴)) / s⁴ → 0.

For s ≠ 0 the left side is the earlier quotient minus c, so it tends to v⁴/D³ − c. A limit is unique, and the requirement therefore holds exactly when c = v⁴/D³ = X. The proof first derives the shifted limit `hlim`; `tendsto_nhds_unique` then gives the forward direction, and substituting for c gives the reverse.

The statement includes v = 0, where the energy is zero at every s and the correct coefficient is c = 0.

```lean
/-- For `D > 0`, a quartic coefficient `c` reproduces the lowest energy through fourth order if and
only if it is the linked exclusion-violating term. -/
theorem quartic_coefficient_iff {D v : ℝ} (hD : 0 < D) {E : ℝ → ℝ}
    (hE : ∀ s, IsGroundEnergy D (s * v) (E s)) (c : ℝ) :
    Tendsto (fun s => (E s - (-(s ^ 2 * v ^ 2 / D) + c * s ^ 4)) / s ^ 4) (𝓝[≠] 0) (𝓝 0) ↔
      c = exclusionTerm D v := by
  have hlim : Tendsto (fun s => (E s - (-(s ^ 2 * v ^ 2 / D) + c * s ^ 4)) / s ^ 4)
      (𝓝[≠] 0) (𝓝 (v ^ 4 / D ^ 3 - c)) := by
    refine ((fourth_order_limit hD hE).sub_const c).congr' ?_
    filter_upwards [self_mem_nhdsWithin] with s hs
    have hs0 : s ≠ 0 := hs
    have h4 : s ^ 4 ≠ 0 := pow_ne_zero 4 hs0
    rw [eq_div_iff h4, sub_mul, div_mul_cancel₀ _ h4]
    ring
  rw [exclusionTerm_eq]
  constructor
  · intro h
    have h0 := tendsto_nhds_unique hlim h
    linarith
  · intro h
    rw [h, sub_self] at hlim
    rw [h]
    exact hlim
```

Leaving the term out amounts to choosing c = 0. The scaled error then tends to v⁴/D³, which is nonzero when D > 0 and v ≠ 0. If it also tended to 0, uniqueness of limits would give v⁴/D³ = 0, a contradiction. The condition v ≠ 0 means that the two states really are coupled, and only this last theorem needs it.

For a many-body perturbation program restricted to linked terms, the consequence in this model of one pair with one excited state is that contributions with coinciding orbital labels belong in the fourth-order sum. With several excited states or several interacting pairs, other fourth-order terms appear beside them, and the coefficient is in general no longer v⁴/D³.

```lean
/-- For a nonzero coupling, the second-order energy alone leaves an error that does not
vanish relative to `s ^ 4`. -/
theorem omission_fails {D v : ℝ} (hD : 0 < D) (hv : v ≠ 0) {E : ℝ → ℝ}
    (hE : ∀ s, IsGroundEnergy D (s * v) (E s)) :
    ¬ Tendsto (fun s => (E s + s ^ 2 * v ^ 2 / D) / s ^ 4) (𝓝[≠] 0) (𝓝 0) := by
  intro h
  have h0 := tendsto_nhds_unique (fourth_order_limit hD hE) h
  exact div_ne_zero (pow_ne_zero 4 hv) (pow_ne_zero 3 hD.ne') h0

end

end ExclusionViolatingPair
```

```lean
#print axioms ExclusionViolatingPair.exclusionTerm_eq
#print axioms ExclusionViolatingPair.quartic_coefficient_iff
#print axioms ExclusionViolatingPair.omission_fails
```

```
'ExclusionViolatingPair.exclusionTerm_eq' depends on axioms: [propext, Classical.choice, Quot.sound]
'ExclusionViolatingPair.quartic_coefficient_iff' depends on axioms: [propext, Classical.choice, Quot.sound]
'ExclusionViolatingPair.omission_fails' depends on axioms: [propext, Classical.choice, Quot.sound]
```
